# At equal electron density, finite distributions with wider mean squared pair separation have smaller dipole variance

An \(N\)-electron state is modelled here as a finite family of position configurations with real weights, so that its density at a point is the mean number of electrons found exactly there. For two sets of normalised weights on the same family with equal densities, the means of the summed squared pair distance differ by minus the difference of the dipole variances.

In Lean 4 with Mathlib:

```lean
import Mathlib

open Finset

namespace CoulombHoleDipole

noncomputable section

variable {Ω E F : Type*} [Fintype Ω] [NormedAddCommGroup E] [InnerProductSpace ℝ E]
  [AddCommGroup F] [Module ℝ F] {N : ℕ}

/-- The sum of a scalar or vector observable `f` over configurations with weights `p`; it is the
mean of `f` when the weights sum to one. -/
def mean (p : Ω → ℝ) (f : Ω → F) : F := ∑ ω, p ω • f ω

/-- The sum of squared electron-electron distances over all pairs `i < j`. -/
def pairSpread (x : Fin N → E) : ℝ :=
  ∑ i, ∑ j, if i < j then ‖x i - x j‖ ^ 2 else 0

/-- The sum of squared distances of the electrons from the origin. -/
def secondMoment (x : Fin N → E) : ℝ := ∑ i, ‖x i‖ ^ 2

/-- The electronic dipole in units of the electron charge: the sum of the positions. -/
def dipole (x : Fin N → E) : E := ∑ i, x i

open scoped Classical in
/-- The one-electron density at the point `r`: the mean number of electrons found there. -/
def density (p : Ω → ℝ) (X : Ω → Fin N → E) (r : E) : ℝ :=
  mean p (fun ω => ∑ i, if X ω i = r then (1 : ℝ) else 0)

/-- The dipole fluctuation: the mean squared deviation of the dipole from its mean. -/
def dipoleVariance (p : Ω → ℝ) (X : Ω → Fin N → E) : ℝ :=
  mean p (fun ω => ‖dipole (X ω) - mean p (fun ω' => dipole (X ω'))‖ ^ 2)

/-- In every configuration of `N` electrons, the summed squared pair distances equal `N` times
the second moment minus the squared dipole. -/
theorem pairSpread_eq (x : Fin N → E) :
    pairSpread x = N * secondMoment x - ‖dipole x‖ ^ 2 := by
  induction N with
  | zero => simp [pairSpread, secondMoment, dipole]
  | succ n ih =>
    -- split off the pairs that contain electron 0
    have hsplit : pairSpread x
        = ∑ j : Fin n, ‖x 0 - x j.succ‖ ^ 2 + pairSpread (fun j : Fin n => x j.succ) := by
      simp [pairSpread, Fin.sum_univ_succ]
    have h0 : ∑ j : Fin n, ‖x 0 - x j.succ‖ ^ 2
        = n * ‖x 0‖ ^ 2 - 2 * inner ℝ (x 0) (∑ j : Fin n, x j.succ)
          + ∑ j : Fin n, ‖x j.succ‖ ^ 2 := by
      simp only [norm_sub_sq_real, sum_add_distrib, sum_sub_distrib, inner_sum, mul_sum]
      simp
    rw [hsplit, h0, ih]
    simp only [secondMoment, dipole, Fin.sum_univ_succ]
    rw [norm_add_sq_real]
    push_cast
    ring

/-- The mean summed squared pair distance is `N` times the mean second moment minus the mean squared
dipole. -/
theorem mean_pairSpread (p : Ω → ℝ) (X : Ω → Fin N → E) :
    mean p (fun ω => pairSpread (X ω))
      = N * mean p (fun ω => secondMoment (X ω)) - mean p (fun ω => ‖dipole (X ω)‖ ^ 2) := by
  simp only [mean, pairSpread_eq, smul_eq_mul, mul_sub, sum_sub_distrib, mul_sum]
  congr 1
  exact sum_congr rfl fun ω _ => by ring

/-- If two distributions have the same mean second moment, their difference in mean summed squared
pair distance is minus their difference in mean squared dipole. -/
theorem pairSpread_difference (p q : Ω → ℝ) (X : Ω → Fin N → E)
    (h : mean p (fun ω => secondMoment (X ω)) = mean q (fun ω => secondMoment (X ω))) :
    mean p (fun ω => pairSpread (X ω)) - mean q (fun ω => pairSpread (X ω))
      = -(mean p (fun ω => ‖dipole (X ω)‖ ^ 2) - mean q (fun ω => ‖dipole (X ω)‖ ^ 2)) := by
  rw [mean_pairSpread, mean_pairSpread, h]
  ring

omit [NormedAddCommGroup E] [InnerProductSpace ℝ E] in
/-- Distributions with equal one-electron densities give equal means to every sum of
one-electron terms `f (x_i)`. -/
theorem mean_oneElectron_eq (p q : Ω → ℝ) (X : Ω → Fin N → E)
    (h : density p X = density q X) (f : E → F) :
    mean p (fun ω => ∑ i, f (X ω i)) = mean q (fun ω => ∑ i, f (X ω i)) := by
  classical
  -- a finite set of points containing every electron position
  obtain ⟨S, hS⟩ : ∃ S : Finset E, ∀ ω i, X ω i ∈ S :=
    ⟨univ.image (fun a : Ω × Fin N => X a.1 a.2),
      fun ω i => mem_image.mpr ⟨(ω, i), mem_univ _, rfl⟩⟩
  have hf : ∀ ω i, f (X ω i) = ∑ r ∈ S, (if X ω i = r then (1 : ℝ) else 0) • f r := by
    intro ω i
    rw [sum_eq_single (X ω i)]
    · simp
    · intro r _ hr
      simp [Ne.symm hr]
    · intro hn
      exact absurd (hS ω i) hn
  -- the mean is the integral of `f` against the density
  have key : ∀ w : Ω → ℝ,
      mean w (fun ω => ∑ i, f (X ω i)) = ∑ r ∈ S, density w X r • f r := by
    intro w
    calc mean w (fun ω => ∑ i, f (X ω i))
        = ∑ ω, ∑ i, ∑ r ∈ S, w ω • ((if X ω i = r then (1 : ℝ) else 0) • f r) := by
          unfold mean
          refine sum_congr rfl fun ω _ => ?_
          rw [smul_sum]
          refine sum_congr rfl fun i _ => ?_
          rw [← smul_sum, ← hf ω i]
      _ = ∑ r ∈ S, ∑ ω, ∑ i, w ω • ((if X ω i = r then (1 : ℝ) else 0) • f r) := by
          symm
          refine sum_comm.trans ?_
          exact sum_congr rfl fun ω _ => sum_comm
      _ = ∑ r ∈ S, density w X r • f r := by
          simp only [density, mean, smul_sum, sum_smul, smul_assoc]
  rw [key p, key q, h]

/-- For normalised weights, the dipole variance is the mean squared dipole minus the square of
the mean dipole. -/
theorem dipoleVariance_eq (p : Ω → ℝ) (X : Ω → Fin N → E) (hp : ∑ ω, p ω = 1) :
    dipoleVariance p X
      = mean p (fun ω => ‖dipole (X ω)‖ ^ 2) - ‖mean p (fun ω => dipole (X ω))‖ ^ 2 := by
  obtain ⟨m, hm⟩ : ∃ m, m = mean p (fun ω => dipole (X ω)) := ⟨_, rfl⟩
  have hm' : ∑ ω, p ω • dipole (X ω) = m := hm.symm
  have hc : ∑ ω, p ω * inner ℝ (dipole (X ω)) m = ‖m‖ ^ 2 := by
    calc ∑ ω, p ω * inner ℝ (dipole (X ω)) m
        = inner ℝ (∑ ω, p ω • dipole (X ω)) m := by
          simp only [sum_inner, real_inner_smul_left]
      _ = ‖m‖ ^ 2 := by rw [hm', real_inner_self_eq_norm_sq]
  unfold dipoleVariance
  rw [← hm]
  calc mean p (fun ω => ‖dipole (X ω) - m‖ ^ 2)
      = ∑ ω, (p ω * ‖dipole (X ω)‖ ^ 2 - 2 * (p ω * inner ℝ (dipole (X ω)) m)
          + p ω * ‖m‖ ^ 2) := by
        unfold mean
        refine sum_congr rfl fun ω _ => ?_
        simp only [smul_eq_mul, norm_sub_sq_real]
        ring
    _ = mean p (fun ω => ‖dipole (X ω)‖ ^ 2) - ‖m‖ ^ 2 := by
        rw [sum_add_distrib, sum_sub_distrib, ← mul_sum, ← sum_mul, hc, hp]
        simp only [mean, smul_eq_mul]
        ring

/-- For two normalised distributions with the same one-electron density, the difference in mean
summed squared pair distance is minus the difference in dipole variance. -/
theorem pairSpread_difference_of_density_eq (p q : Ω → ℝ) (X : Ω → Fin N → E)
    (hp : ∑ ω, p ω = 1) (hq : ∑ ω, q ω = 1) (h : density p X = density q X) :
    mean p (fun ω => pairSpread (X ω)) - mean q (fun ω => pairSpread (X ω))
      = -(dipoleVariance p X - dipoleVariance q X) := by
  -- the density fixes both the second moment and the mean dipole
  have h2 : mean p (fun ω => secondMoment (X ω)) = mean q (fun ω => secondMoment (X ω)) :=
    mean_oneElectron_eq p q X h (fun r => ‖r‖ ^ 2)
  have h1 : mean p (fun ω => dipole (X ω)) = mean q (fun ω => dipole (X ω)) :=
    mean_oneElectron_eq p q X h (fun r => r)
  rw [pairSpread_difference p q X h2, dipoleVariance_eq p X hp, dipoleVariance_eq q X hq, h1]
  ring

/-- Of two normalised distributions with the same one-electron density, one has the larger mean
summed squared pair distance exactly when it has the smaller dipole variance. -/
theorem wider_pairs_iff_smaller_fluctuation (p q : Ω → ℝ) (X : Ω → Fin N → E)
    (hp : ∑ ω, p ω = 1) (hq : ∑ ω, q ω = 1) (h : density p X = density q X) :
    mean q (fun ω => pairSpread (X ω)) < mean p (fun ω => pairSpread (X ω))
      ↔ dipoleVariance p X < dipoleVariance q X := by
  have key := pairSpread_difference_of_density_eq p q X hp hq h
  constructor <;> intro _ <;> linarith

/-- The four configurations of two electrons on a line, each at `1` or `-1`. -/
def twoSite : Fin 4 → Fin 2 → ℝ := ![![1, 1], ![1, -1], ![-1, 1], ![-1, -1]]

/-- Correlated weights: the two electrons are always on opposite sites. -/
def correlated : Fin 4 → ℝ := ![0, 1 / 2, 1 / 2, 0]

/-- Independent weights: all four configurations are equally likely. -/
def independent : Fin 4 → ℝ := ![1 / 4, 1 / 4, 1 / 4, 1 / 4]

/-- The correlated and independent two-site distributions have the same density, mean squared
pair separations `4` and `2`, and dipole variances `0` and `2`. -/
theorem twoSite_witness :
    density correlated twoSite = density independent twoSite ∧
    mean correlated (fun ω => pairSpread (twoSite ω)) = 4 ∧
    mean independent (fun ω => pairSpread (twoSite ω)) = 2 ∧
    dipoleVariance correlated twoSite = 0 ∧ dipoleVariance independent twoSite = 2 := by
  refine ⟨?_, ?_, ?_, ?_, ?_⟩
  · funext r
    -- expand over configurations and electrons, then compare the indicators case by case
    simp only [density, mean, Fin.sum_univ_four, Fin.sum_univ_two]
    simp [correlated, independent, twoSite]
    split_ifs <;> norm_num
  all_goals
    norm_num [dipoleVariance, mean, pairSpread, dipole, correlated, independent, twoSite,
      Fin.sum_univ_succ]

end

end CoulombHoleDipole
```

```lean
#print axioms CoulombHoleDipole.wider_pairs_iff_smaller_fluctuation
```

```
'CoulombHoleDipole.wider_pairs_iff_smaller_fluctuation' depends on axioms: [propext, Classical.choice, Quot.sound]
```

## Two comparisons under two hypotheses

The label `ω` runs over a finite type `Ω`, and `X ω i` is the position of electron \(i\) in configuration \(\omega\), with \(i=0,\dots,N-1\). Positions lie in a real inner-product space `E`, which may be ordinary three-dimensional space. Weights `p` define the mean

\[
\langle f\rangle_p=\sum_\omega p_\omega f(\omega).
\]

For a single configuration \(x\), the three observables `pairSpread`, `secondMoment` and `dipole` are

\[
A(x)=\sum_{i<j}\|x_i-x_j\|^2,\qquad B(x)=\sum_i\|x_i\|^2,\qquad D(x)=\sum_i x_i .
\]

The first comparison, `pairSpread_difference`, assumes only \(\langle B\rangle_p=\langle B\rangle_q\) and concludes

\[
\langle A\rangle_p-\langle A\rangle_q=-\bigl(\langle\|D\|^2\rangle_p-\langle\|D\|^2\rangle_q\bigr).
\]

The right-hand side contains mean squared dipoles about the origin, not variances. The second comparison, `pairSpread_difference_of_density_eq`, assumes that both sets of weights sum to one and that the densities agree at every point. It replaces the mean squared dipoles by the variances

\[
V_p=\bigl\langle\|D-\langle D\rangle_p\|^2\bigr\rangle_p ,
\]

which are `dipoleVariance` in the file. The theorem `wider_pairs_iff_smaller_fluctuation` is its ordering form: \(\langle A\rangle_q<\langle A\rangle_p\) exactly when \(V_p<V_q\).

Equal second moments alone do not give the variance form. Take one electron that is always at \(1\), and compare it with one that is at \(1\) or \(-1\) with equal probability. Both have second moment \(1\) and neither has any pairs, yet the variances are \(0\) and \(1\). What is missing is equality of the norms of the mean dipoles, which equal densities supply.

## What the weights and observables stand for

The weights play the part of \(|\Psi|^2\) on a finite set of configurations, with spin summed over. No theorem requires them to be non-negative, though a probability distribution has that property. Both distributions use the same `X`; two different finite supports can be merged into one family by giving the unused configurations weight zero. Continuous densities would need integrals in place of these sums.

The quantity \(A\) counts each pair once and is a total over pairs, not an average per pair. The dipole is measured in units of the electron charge and contains the electrons only. Fixed nuclei would shift it by a constant, which leaves the variance unchanged.

The mean of \(A\) is the second moment of the intracule, the distribution of interelectronic distances, when that is normalised to the number of pairs. A Coulomb hole is the difference of two such intracules, that of a correlated state minus that of a reference state. If the two states have equal density, its second moment in this finite model is minus the change in dipole variance. The usual reference, the Hartree–Fock state, in general has a different density from the exact state, and the result does not then apply as it stands. The second moment does not determine the change in the Coulomb repulsion, which depends on inverse distances.

## The pair identity, one electron at a time

Both comparisons rest on an identity that holds in each configuration, `pairSpread_eq`:

\[
A(x)=N\,B(x)-\|D(x)\|^2 .
\]

For \(N=0\) all terms vanish. Suppose the identity holds for \(n\) electrons, and take \(n+1\) electrons \(x_0,\dots,x_n\). Write \(y=(x_1,\dots,x_n)\) for all but the first. The pairs either contain electron \(0\) or lie within \(y\):

\[
A(x)=\sum_{j=1}^{n}\|x_0-x_j\|^2+A(y).
\]

This is `hsplit`. Expanding the squares gives `h0`:

\[
\sum_{j=1}^{n}\|x_0-x_j\|^2=n\|x_0\|^2-2\,x_0\cdot D(y)+B(y).
\]

The induction hypothesis `ih` supplies \(A(y)=nB(y)-\|D(y)\|^2\), so that

\[
A(x)=n\|x_0\|^2+(n+1)B(y)-2\,x_0\cdot D(y)-\|D(y)\|^2 .
\]

The right-hand side of the claim is

\[
(n+1)\bigl(\|x_0\|^2+B(y)\bigr)-\|x_0+D(y)\|^2 ,
\]

and expanding its last square gives the same expression. In the file, `norm_add_sq_real` expands that square and `ring` compares the two sides.

Multiplying the identity by \(p_\omega\) and summing gives `mean_pairSpread`:

\[
\langle A\rangle_p=N\langle B\rangle_p-\langle\|D\|^2\rangle_p .
\]

Subtracting the same equation for \(q\) removes the second moments when they are equal, which proves `pairSpread_difference`.

## What the density fixes

The density is

\[
\rho_p(r)=\sum_\omega p_\omega\sum_i\delta_{X_i(\omega),\,r},
\]

where \(X_i(\omega)\) is `X ω i` and the Kronecker delta is \(1\) if the two points coincide and \(0\) otherwise. Let \(S\) be a finite set containing every position that occurs in the family. For any one-electron function \(f\),

\[
f(X_i(\omega))=\sum_{r\in S}\delta_{X_i(\omega),\,r}\,f(r),
\]

because only the term at the electron's own position survives. This is `hf`, proved with `sum_eq_single`. Averaging and exchanging the finite sums gives `key`:

\[
\Bigl\langle\sum_i f(X_i)\Bigr\rangle_p=\sum_{r\in S}\rho_p(r)\,f(r).
\]

The right-hand side depends on the weights only through the density, so equal densities give equal means. This is `mean_oneElectron_eq`. Since \(f\) may take values in any real vector space, the lemma serves twice: \(f(r)=\|r\|^2\) gives equal second moments, and \(f(r)=r\) gives equal mean dipoles.

## From mean square to variance

Let \(m=\langle D\rangle_p\), and let the weights sum to one. Then

\[
\begin{aligned}
V_p&=\sum_\omega p_\omega\bigl(\|D(X(\omega))\|^2-2\,D(X(\omega))\cdot m+\|m\|^2\bigr)\\
&=\langle\|D\|^2\rangle_p-2\|m\|^2+\|m\|^2\\
&=\langle\|D\|^2\rangle_p-\|m\|^2 .
\end{aligned}
\]

In `dipoleVariance_eq`, the step `hc` evaluates the cross term by moving the weighted sum inside the inner product, and `hp` evaluates the sum of the weights in the last term.

For equal densities, the lemma on one-electron sums gives `h2` for the second moments and `h1` for the mean dipoles. The squared mean dipole is therefore the same number in \(V_p\) and \(V_q\), and

\[
\langle\|D\|^2\rangle_p-\langle\|D\|^2\rangle_q=V_p-V_q .
\]

Inserting this into the first comparison gives

\[
\langle A\rangle_p-\langle A\rangle_q=-(V_p-V_q).
\]

The left-hand side is positive exactly when \(V_p<V_q\). In the file, `linarith` draws both directions of the ordering statement from this equation.

## Two electrons on two sites

The theorem `twoSite_witness` gives a case of equal densities in which the pair terms differ and so do the variances. Two electrons on a line each sit at \(1\) or \(-1\). Under `correlated` they are always on opposite sites, with weight \(1/2\) for each arrangement. Under `independent` all four arrangements have weight \(1/4\). Both distributions put one electron on each site on average, so the densities agree.

In the correlated case the squared distance is always \(4\) and the dipole is always \(0\), so the variance is \(0\). In the independent case the squared distance is \(4\) half the time and \(0\) otherwise, with mean \(2\). The dipole is \(2\) or \(-2\) with probability \(1/4\) each and \(0\) otherwise, so its mean is \(0\) and its variance is \(2\). The pair term is larger by \(2\) in the correlated case, and the variance is smaller by \(2\).

With the atoms reduced to points, these are the position distributions of stretched H\(_2\) in the covalent singlet state and in the restricted molecular-orbital state with both electrons in the bonding orbital.

The file proves the five parts of this example by direct evaluation, without the general theorem. For the densities it compares the indicators at an arbitrary point \(r\) case by case with `split_ifs`; the four numerical values follow by `norm_num` after the finite sums are expanded.
